# A core level coupled to one plasmon: one-shot GW puts its two poles further apart than the plasmon energy

## Does GW misplace the plasmon satellite?

For a core level coupled with strength g ≠ 0 to one plasmon of energy w > 0, the one-shot GW equation x = g²/(x + w), with x measured from the bare level and the bare hole propagator in Σ, has two solutions. They lie √(w² + 4g²) apart, although the exact lines are spaced by w, and the upper one falls short of the exact shift g²/w. I can see this from the quadratic formula, but I'd like a full proof, checked in Lean, in which the exact lines come from the Hamiltonian and aren't just quoted. Do the pole weights still sum to one?

## Yes: the separation is √(w² + 4g²), and the weights sum to one

Measure x from the bare level. With the hole present, the plasmon Hamiltonian is

H = w b†b + g(b + b†).

Put b = a − g/w and b† = a† − g/w. The linear terms cancel:

H = w a†a − g²/w.

The plasmon operators obey bb† − b†b = 1, so aa† − a†a = 1 as well. Let v ≠ 0 be a vector with a v = 0. Then a (a†)ⁿ⁺¹v = (n + 1) (a†)ⁿv, so by induction no (a†)ⁿv vanishes, and a†a (a†)ⁿv = n (a†)ⁿv. These eigenvectors have the energies −g²/w + n w, for n = 0, 1, 2 and so on. Removal lines sit at minus these energies, at g²/w − n w, with spacing w.

GW replaces this by the self-energy Σ(x) = g²/(x + w): the bare hole emits one plasmon and reabsorbs it. For x ≠ −w, the equation x = Σ(x) becomes

x² + w x − g² = 0,

x₁ = (−w + R)/2, x₂ = (−w − R)/2, R = √(w² + 4g²).

Since g ≠ 0, x = −w is not a root of the quadratic, and R > w. Hence x₁ > 0, x₂ = −w − x₁ < −w, and x₁ − x₂ = R > w. From x₁² + w x₁ = g² follows w x₁ < g², so x₁ < g²/w.

The weight of a pole is 1/(1 − Σ′(x)) = 1/(1 + g²/(x + w)²). With x₁ + w = −x₂, x₂ + w = −x₁ and g² = −x₁x₂, the two weights are

Z₁ = −x₂/(x₁ − x₂), Z₂ = x₁/(x₁ − x₂),

and their sum is 1.

For g² = 2 and w = 1, the poles are 1 and −2, with weights 2/3 and 1/3. The exact lines are at 2, 1, 0, −1 and so on.

### What the Lean statements say

In `gw_core_hole`, `gwMain` and `gwSat` are x₁ and x₂, and `IsPole` is the GW equation together with x + w ≠ 0. The theorem gives the complete solution set, the signs, both comparisons with `exactLine`, and the weight sum. `green_function` confirms that the weights are the residues of 1/(x − Σ(x)).

`exact_lines` ties `exactLine` to the Hamiltonian. The operators act on a real vector space and obey aa† − a†a = 1; no inner product is used. In the usual Fock space with v normalised, the unit eigenvectors are (a†)ⁿv/√n!. `exact_lines_witness` supplies a concrete case: d/dX and multiplication by X on polynomials, with v = 1.

The self-energy is assumed, not derived from many-body theory, and it uses the bare hole propagator without self-consistency. Completeness of the exact spectrum and its intensities are not treated.

```lean
import Mathlib

namespace GWCoreHole

noncomputable section

variable {V : Type*} [AddCommGroup V] [Module ℝ V]

/-- Plasmon Hamiltonian in the presence of the core hole, `w b†b + g (b + b†)`. -/
def holeHamiltonian (g w : ℝ) (b bd : Module.End ℝ V) : Module.End ℝ V :=
  w • (bd * b) + g • (b + bd)

/-- Position `g²/w - n w` of the line with `n` plasmons, relative to the bare core level,
for `w ≠ 0`. -/
def exactLine (g w : ℝ) (n : ℕ) : ℝ := g ^ 2 / w - n * w

/-- GW self-energy `g²/(x + w)` at energy `x` relative to the bare level, for `x ≠ -w`. -/
def selfEnergy (g w x : ℝ) : ℝ := g ^ 2 / (x + w)

/-- `x` solves the GW core-hole equation `x = g²/(x + w)`, away from the singularity `x = -w`. -/
def IsPole (g w x : ℝ) : Prop := x + w ≠ 0 ∧ x = selfEnergy g w x

/-- The upper GW energy, `(-w + √(w² + 4g²))/2`. -/
def gwMain (g w : ℝ) : ℝ := (-w + √(w ^ 2 + 4 * g ^ 2)) / 2

/-- The lower GW energy, `(-w - √(w² + 4g²))/2`. -/
def gwSat (g w : ℝ) : ℝ := (-w - √(w ^ 2 + 4 * g ^ 2)) / 2

/-- The weight `1/(1 + g²/(x + w)²)` of a pole at `x`, for `x ≠ -w`. -/
def poleWeight (g w x : ℝ) : ℝ := 1 / (1 + g ^ 2 / (x + w) ^ 2)

/-- If `a` and `a†` obey the canonical commutation relation and `a` annihilates `v`, then
`a (a†)ⁿ⁺¹ v = (n + 1) (a†)ⁿ v`. -/
theorem ladder (a ad : Module.End ℝ V) (h : a * ad - ad * a = 1) (v : V) (hv : a v = 0)
    (n : ℕ) : a ((ad ^ (n + 1)) v) = ((n : ℝ) + 1) • (ad ^ n) v := by
  have hc : ∀ u, a (ad u) = ad (a u) + u := fun u => by
    have h1 := LinearMap.congr_fun h u
    simp only [LinearMap.sub_apply, Module.End.mul_apply, Module.End.one_apply] at h1
    exact sub_eq_iff_eq_add'.mp h1
  induction n with
  | zero => simp [hc, hv]
  | succ n ih =>
    rw [pow_succ' ad (n + 1), Module.End.mul_apply, hc, ih, map_smul,
      ← Module.End.mul_apply, ← pow_succ']
    push_cast
    module

/-- Let `a`, `a†` obey the canonical commutation relation, `a v = 0`, `v ≠ 0` and `w ≠ 0`. For the
plasmon operators `b = a - g/w`, `b† = a† - g/w`, the vector `(a†)ⁿ v` is a nonzero eigenvector of
the core-hole Hamiltonian with energy `-(g²/w - n w)`. -/
theorem exact_lines (g w : ℝ) (hw : w ≠ 0) (a ad : Module.End ℝ V)
    (h : a * ad - ad * a = 1) (v : V) (hv0 : v ≠ 0) (hv : a v = 0) (n : ℕ) :
    (ad ^ n) v ≠ 0 ∧
    holeHamiltonian g w (a - (g / w) • 1) (ad - (g / w) • 1) ((ad ^ n) v) =
      (-exactLine g w n) • (ad ^ n) v := by
  have lad := ladder a ad h v hv
  have hne : (ad ^ n) v ≠ 0 := by
    induction n with
    | zero => simpa using hv0
    | succ m ih =>
      intro h0
      have h1 := lad m
      rw [h0, map_zero] at h1
      exact smul_ne_zero (by positivity) ih h1.symm
  -- the displaced number operator counts plasmons
  have hN : ad (a ((ad ^ n) v)) = (n : ℝ) • (ad ^ n) v := by
    cases n with
    | zero => rw [pow_zero, Module.End.one_apply, hv, map_zero, Nat.cast_zero, zero_smul]
    | succ m => rw [lad, map_smul, ← Module.End.mul_apply, ← pow_succ', Nat.cast_succ]
  refine ⟨hne, ?_⟩
  obtain ⟨c, rfl⟩ : ∃ c, g = w * c := ⟨g / w, by field_simp⟩
  have hc : w * c / w = c := mul_div_cancel_left₀ c hw
  have hE : (w * c) ^ 2 / w = w * c ^ 2 := by
    rw [div_eq_iff hw]
    ring
  rw [exactLine, hc, hE]
  generalize (ad ^ n) v = u at hN ⊢
  simp only [holeHamiltonian, LinearMap.add_apply, LinearMap.sub_apply, LinearMap.smul_apply,
    Module.End.mul_apply, Module.End.one_apply, map_sub, map_smul]
  linear_combination (norm := module) w • hN

/-- On real polynomials, `a = d/dX` and `a† = X` obey the canonical commutation relation, and `a`
annihilates the constant polynomial `1`. -/
theorem exact_lines_witness :
    let a : Module.End ℝ (Polynomial ℝ) := Polynomial.derivative
    let ad : Module.End ℝ (Polynomial ℝ) := LinearMap.mulLeft ℝ Polynomial.X
    a * ad - ad * a = 1 ∧ a 1 = 0 := by
  intro a ad
  constructor
  · apply LinearMap.ext
    intro p
    simp only [a, ad, LinearMap.sub_apply, Module.End.mul_apply, Module.End.one_apply,
      LinearMap.mulLeft_apply, Polynomial.derivative_mul, Polynomial.derivative_X, one_mul]
    abel
  · simp [a]

/-- The two GW energies add up to `-w` and multiply to `-g²`. -/
theorem gw_sum_prod (g w : ℝ) :
    gwMain g w + gwSat g w = -w ∧ gwMain g w * gwSat g w = -g ^ 2 := by
  have h : √(w ^ 2 + 4 * g ^ 2) ^ 2 = w ^ 2 + 4 * g ^ 2 := Real.sq_sqrt (by positivity)
  unfold gwMain gwSat
  exact ⟨by ring, by linear_combination (-1 / 4) * h⟩

/-- For nonzero coupling the upper GW energy is positive and the lower one negative. -/
theorem gw_signs (g w : ℝ) (hg : g ≠ 0) : 0 < gwMain g w ∧ gwSat g w < 0 := by
  have hg2 : 0 < g ^ 2 := by positivity
  have h : |w| < √(w ^ 2 + 4 * g ^ 2) := by
    rw [← Real.sqrt_sq_eq_abs]
    exact Real.sqrt_lt_sqrt (sq_nonneg w) (by linarith)
  unfold gwMain gwSat
  constructor <;> linarith [le_abs_self w, neg_abs_le w]

/-- For nonzero coupling each pole weight is the distance of the other pole from the bare level,
divided by the separation of the poles. -/
theorem poleWeight_eq (g w : ℝ) (hg : g ≠ 0) :
    poleWeight g w (gwMain g w) = -gwSat g w / (gwMain g w - gwSat g w) ∧
    poleWeight g w (gwSat g w) = gwMain g w / (gwMain g w - gwSat g w) := by
  obtain ⟨hs, hp⟩ := gw_sum_prod g w
  obtain ⟨hm, hn⟩ := gw_signs g w hg
  have hg2 : g ^ 2 = -(gwMain g w * gwSat g w) := by linarith
  have h1 : gwMain g w + w = -gwSat g w := by linarith
  have h2 : gwSat g w + w = -gwMain g w := by linarith
  unfold poleWeight
  rw [h1, h2, hg2]
  generalize gwMain g w = m at hm ⊢
  generalize gwSat g w = s at hn ⊢
  have hm0 := hm.ne'
  have hs0 := hn.ne
  have e1 : 1 + -(m * s) / (-s) ^ 2 = (m - s) / (-s) := by
    field_simp
    ring
  have e2 : 1 + -(m * s) / (-m) ^ 2 = (m - s) / m := by
    field_simp
    ring
  rw [e1, e2, one_div_div, one_div_div]
  exact ⟨rfl, rfl⟩

/-- For nonzero coupling, and away from `-w` and the two GW energies, the Green function
`1/(x - Σ(x))` is the sum of two simple poles whose residues are the pole weights. -/
theorem green_function (g w x : ℝ) (hg : g ≠ 0) (hx : x + w ≠ 0)
    (h1 : x ≠ gwMain g w) (h2 : x ≠ gwSat g w) :
    1 / (x - selfEnergy g w x) =
      poleWeight g w (gwMain g w) / (x - gwMain g w) +
      poleWeight g w (gwSat g w) / (x - gwSat g w) := by
  obtain ⟨hs, hp⟩ := gw_sum_prod g w
  obtain ⟨hm, hn⟩ := gw_signs g w hg
  have e : x - selfEnergy g w x = (x - gwMain g w) * (x - gwSat g w) / (x + w) := by
    unfold selfEnergy
    rw [eq_div_iff hx, sub_mul, div_mul_cancel₀ _ hx]
    linear_combination x * hs - hp
  have e2 : x + w = x - gwMain g w - gwSat g w := by linarith
  rw [e, one_div_div, (poleWeight_eq g w hg).1, (poleWeight_eq g w hg).2, e2]
  have d1 := sub_ne_zero.mpr h1
  have d2 := sub_ne_zero.mpr h2
  have d3 : gwMain g w - gwSat g w ≠ 0 := (sub_pos.mpr (hn.trans hm)).ne'
  field_simp
  ring

/-- For `g ≠ 0` and `w > 0` the GW equation has exactly two solutions, one positive and one below
`-w`. The upper one lies below the exact zero-plasmon line, their separation `√(w² + 4g²)` exceeds
the spacing of successive exact lines, and their weights sum to one. -/
theorem gw_core_hole (g w : ℝ) (hg : g ≠ 0) (hw : 0 < w) :
    (∀ x, IsPole g w x ↔ x = gwMain g w ∨ x = gwSat g w) ∧
    0 < gwMain g w ∧ gwSat g w < -w ∧
    gwMain g w < exactLine g w 0 ∧
    gwMain g w - gwSat g w = √(w ^ 2 + 4 * g ^ 2) ∧
    (∀ n, exactLine g w n - exactLine g w (n + 1) < gwMain g w - gwSat g w) ∧
    poleWeight g w (gwMain g w) + poleWeight g w (gwSat g w) = 1 := by
  obtain ⟨hs, hp⟩ := gw_sum_prod g w
  obtain ⟨hm, hn⟩ := gw_signs g w hg
  refine ⟨fun x => ⟨?_, fun h => ?_⟩, hm, by linarith, ?_, ?_, fun n => ?_, ?_⟩
  · -- a pole is a root of (x - x₁)(x - x₂)
    rintro ⟨hx, h⟩
    have h2 : x * (x + w) = g ^ 2 := (eq_div_iff hx).mp h
    have h3 : (x - gwMain g w) * (x - gwSat g w) = 0 := by
      linear_combination h2 - x * hs + hp
    exact (mul_eq_zero.mp h3).imp sub_eq_zero.mp sub_eq_zero.mp
  · have h3 : (x - gwMain g w) * (x - gwSat g w) = 0 :=
      mul_eq_zero.mpr (h.imp sub_eq_zero.mpr sub_eq_zero.mpr)
    have h2 : x * (x + w) = g ^ 2 := by linear_combination h3 + x * hs - hp
    have hx : x + w ≠ 0 := by
      intro h0
      rw [h0, mul_zero] at h2
      exact pow_ne_zero 2 hg h2.symm
    exact ⟨hx, (eq_div_iff hx).mpr h2⟩
  · -- the upper root obeys m² + m w = g², hence m w < g²
    have hq : gwMain g w * gwMain g w + gwMain g w * w = g ^ 2 := by
      linear_combination gwMain g w * hs - hp
    have h0 : exactLine g w 0 = g ^ 2 / w := by simp [exactLine]
    rw [h0, lt_div_iff₀ hw]
    linarith [mul_pos hm hm]
  · unfold gwMain gwSat
    ring
  · have h1 : exactLine g w n - exactLine g w (n + 1) = w := by
      unfold exactLine
      push_cast
      ring
    linarith
  · rw [(poleWeight_eq g w hg).1, (poleWeight_eq g w hg).2, ← add_div, neg_add_eq_sub,
      div_self (sub_pos.mpr (hn.trans hm)).ne']

end

end GWCoreHole
```

```lean
#print axioms GWCoreHole.exact_lines
-- 'GWCoreHole.exact_lines' depends on axioms: [propext, Classical.choice, Quot.sound]
#print axioms GWCoreHole.green_function
-- 'GWCoreHole.green_function' depends on axioms: [propext, Classical.choice, Quot.sound]
#print axioms GWCoreHole.gw_core_hole
-- 'GWCoreHole.gw_core_hole' depends on axioms: [propext, Classical.choice, Quot.sound]
```

### From the ladder relation to the poles

`ladder` moves a through the powers of a† by induction. `exact_lines` uses it to show that each (a†)ⁿv is nonzero and is an eigenvector of a†a with eigenvalue n; it then expands the displaced Hamiltonian, and `module` collects the terms.

`gw_sum_prod` and `gw_signs` give the sum, product and signs of the roots. `poleWeight_eq` turns the weights into the ratios above. The main theorem factorises the quadratic as (x − x₁)(x − x₂) = 0, which settles both directions of the solution set; the inequalities follow as in the derivation.

### In a GW calculation, and at zero coupling

A code that scans x − Σ(x) for sign changes also finds one at x = −w, where Σ diverges; that is no pole. A code that linearises Σ about the bare level gets a single energy, g²w/(w² + g²), which is 2/3 in the example instead of 1. For core-level photoemission, the result shows that in this single-plasmon model the satellite of one-shot GW lies too far from its main line.

The coupling must be nonzero. With g = 0 and w = 1, the only solution is x = 0: the would-be second root, −1, sits at the excluded point, and no positive pole remains.
